# The RPA plasmon formula as an operator identity for quadratic boson Hamiltonians

One way to finish a direct RPA calculation of a correlation energy is to add up the positive excitation frequencies, subtract the trace of the matrix \(A\), and halve the result. The same expression is the constant in an identity for a model in which finitely many particle–hole excitations are replaced by bosons with a quadratic Hamiltonian:

\[
H=\sum_n w_n\,g_n h_n+\tfrac12\Big(\sum_n w_n-\operatorname{Tr}A\Big).
\]

Here \(w_n\) are the RPA frequencies, and \(g_n\), \(h_n\) are the plasmon operators built from the RPA amplitudes. The identity is derived below for a complete set of real, normalised amplitudes. The replacement of fermion pairs by bosons is the physical approximation and is taken as given.

## Bosons and RPA amplitudes

Let \(b_i\) annihilate and \(c_i\) create a boson in the bare excitation \(i\). They obey

\[
b_ic_j-c_jb_i=\delta_{ij},\qquad b_ib_j=b_jb_i,\qquad c_ic_j=c_jc_i .
\]

In Lean they are elements of a real algebra `R`, indexed by a finite type `ι`. Only these relations are used: there is no inner product, and \(c_i\) need not be the adjoint of \(b_i\). Differentiation \(\partial/\partial x_i\) and multiplication by \(x_i\), acting on real polynomials, are a concrete example.

```lean
import Mathlib

open Matrix

namespace PlasmonFormula

variable {ι R : Type*} [Fintype ι] [DecidableEq ι] [Ring R] [Algebra ℝ R]

-- Differentiation and multiplication by the variables on polynomials are an instance.
/-- Canonical commutation relations for annihilators `b i` and creators `c i`. -/
structure IsCCR (b c : ι → R) : Prop where
  bc : ∀ i j, b i * c j - c j * b i = if i = j then 1 else 0
  bb : ∀ i j, b i * b j = b j * b i
  cc : ∀ i j, c i * c j = c j * c i
```

The matrix \(A\) holds the bare excitation energies and the couplings that conserve the number of bosons, and \(B\) holds the couplings that create or destroy pairs. Let \(W=\operatorname{diag}(w)\), and let column \(n\) of \(X\) and \(Y\) contain the amplitudes of mode \(n\). The RPA equations and the conditions on their solution are

\[
AX+BY=XW,\qquad BX+AY=-YW,
\]
\[
X^TX-Y^TY=1,\qquad X^TY=Y^TX .
\]

The last two conditions express that the passage to plasmon operators is canonical: the first sets the commutator of \(h_m\) with \(g_n\) to \(\delta_{mn}\), and the second makes the \(h_n\) commute with one another. All four relations are hypotheses, so a complete real solution, with as many modes as bosons, is supposed to be in hand. The symmetry of \(A\) and \(B\) is not assumed, and the frequencies may have either sign.

```lean
/-- The RPA equations with frequencies `w` and amplitudes `X`, `Y` (one column per mode),
with their normalisation and the symmetry of `Xᵀ Y`. -/
structure IsRPA (A B X Y : Matrix ι ι ℝ) (w : ι → ℝ) : Prop where
  upper : A * X + B * Y = X * diagonal w
  lower : B * X + A * Y = -(Y * diagonal w)
  normalised : Xᵀ * X - Yᵀ * Y = 1
  symmetric : Xᵀ * Y = Yᵀ * X
```

## The Hamiltonian and the plasmon operators

The Hamiltonian is built from quadratic forms in two families \(u\), \(v\), written

\[
Q_M(u,v)=\sum_{ij}M_{ij}\,u_iv_j ,
\]

where the order of the factors matters.

```lean
/-- The quadratic operator `∑ M i j u i v j`. -/
def pairing (M : Matrix ι ι ℝ) (u v : ι → R) : R :=
  ∑ i, ∑ j, M i j • (u i * v j)
```

The Hamiltonian is

\[
H=\sum_{ij}A_{ij}c_ib_j+\tfrac12\sum_{ij}B_{ij}(c_ic_j+b_ib_j)
=Q_A(c,b)+\tfrac12\big(Q_B(c,c)+Q_B(b,b)\big).
\]

Every term is normal ordered. In the usual Fock space, where \(c_i\) is the adjoint of \(b_i\), the expectation value of \(H\) in the bare vacuum is therefore zero, and a negative constant in the plasmon formula is a lowering relative to that reference.

```lean
/-- The quadratic boson Hamiltonian `∑ A i j c i b j + (1/2) ∑ B i j (c i c j + b i b j)`. -/
noncomputable def hamiltonian (A B : Matrix ι ι ℝ) (b c : ι → R) : R :=
  pairing A c b + (1 / 2 : ℝ) • (pairing B c c + pairing B b b)
```

The plasmon creator and annihilator are

\[
g_n=\sum_i(X_{in}c_i-Y_{in}b_i),\qquad
h_n=\sum_i(X_{in}b_i-Y_{in}c_i).
\]

They differ only by the exchange of \(b\) and \(c\), so one definition serves for both.

```lean
/-- The combination `∑ i, (X i n u i - Y i n v i)`. The plasmon operators are
`g = mode X Y c b` and `h = mode X Y b c`. -/
def mode (X Y : Matrix ι ι ℝ) (u v : ι → R) (n : ι) : R :=
  ∑ i, (X i n • u i - Y i n • v i)
```

The constant is

\[
E_0=\tfrac12\Big(\sum_nw_n-\operatorname{Tr}A\Big).
\]

```lean
/-- The zero-point energy `(∑ w - Tr A) / 2`. -/
noncomputable def zeroPoint (A : Matrix ι ι ℝ) (w : ι → ℝ) : ℝ :=
  (∑ n, w n - trace A) / 2
```

## Couplings rebuilt from the modes

The two conditions on the amplitudes combine into

\[
(X^T-Y^T)(X+Y)=1,\qquad (X^T+Y^T)(X-Y)=1 .
\]

For square matrices a left inverse is also a right inverse, so \((X+Y)(X^T-Y^T)=1\) and \((X-Y)(X^T+Y^T)=1\). Half the sum and half the difference of these equations give

\[
XX^T-YY^T=1,\qquad XY^T=YX^T .
\]

Inserting these relations next to \(A\) and \(B\) and then using the RPA equations yields

\[
\begin{aligned}
A&=A(XX^T-YY^T)+B(YX^T-XY^T)\\
&=(AX+BY)X^T-(BX+AY)Y^T=XWX^T+YWY^T,\\
B&=A(YX^T-XY^T)+B(XX^T-YY^T)\\
&=(BX+AY)X^T-(AX+BY)Y^T=-(XWY^T+YWX^T).
\end{aligned}
\]

Both right-hand sides are symmetric, which is why the symmetry of \(A\) and \(B\) need not be assumed.

```lean
/-- A normalised RPA solution rebuilds both coupling matrices from frequencies and
amplitudes. -/
theorem couplings_from_modes {A B X Y : Matrix ι ι ℝ} {w : ι → ℝ} (s : IsRPA A B X Y w) :
    A = X * diagonal w * Xᵀ + Y * diagonal w * Yᵀ ∧
    B = -(X * diagonal w * Yᵀ + Y * diagonal w * Xᵀ) := by
  -- one-sided inverses of square matrices are two-sided
  have h1 : (Xᵀ - Yᵀ) * (X + Y) = 1 := by
    calc _ = (Xᵀ * X - Yᵀ * Y) + (Xᵀ * Y - Yᵀ * X) := by noncomm_ring
      _ = 1 := by rw [s.normalised, s.symmetric, sub_self, add_zero]
  have h2 : (Xᵀ + Yᵀ) * (X - Y) = 1 := by
    calc _ = (Xᵀ * X - Yᵀ * Y) - (Xᵀ * Y - Yᵀ * X) := by noncomm_ring
      _ = 1 := by rw [s.normalised, s.symmetric, sub_self, sub_zero]
  have h3 : X * Xᵀ - X * Yᵀ + Y * Xᵀ - Y * Yᵀ = 1 :=
    (by noncomm_ring : _ = (X + Y) * (Xᵀ - Yᵀ)).trans (mul_eq_one_comm.mp h1)
  have h4 : X * Xᵀ + X * Yᵀ - Y * Xᵀ - Y * Yᵀ = 1 :=
    (by noncomm_ring : _ = (X - Y) * (Xᵀ + Yᵀ)).trans (mul_eq_one_comm.mp h2)
  have hc : X * Xᵀ - Y * Yᵀ = 1 := by
    linear_combination (norm := module) (1 / 2 : ℝ) • h3 + (1 / 2 : ℝ) • h4
  have hs : X * Yᵀ = Y * Xᵀ := by
    linear_combination (norm := module) (1 / 2 : ℝ) • h4 - (1 / 2 : ℝ) • h3
  constructor
  · calc A = A * (X * Xᵀ - Y * Yᵀ) + B * (Y * Xᵀ - X * Yᵀ) := by
          rw [hc, hs, sub_self, mul_zero, add_zero, mul_one]
      _ = (A * X + B * Y) * Xᵀ - (B * X + A * Y) * Yᵀ := by noncomm_ring
      _ = _ := by rw [s.upper, s.lower, neg_mul, sub_neg_eq_add]
  · calc B = A * (Y * Xᵀ - X * Yᵀ) + B * (X * Xᵀ - Y * Yᵀ) := by
          rw [hc, hs, sub_self, mul_zero, zero_add, mul_one]
      _ = (B * X + A * Y) * Xᵀ - (A * X + B * Y) * Yᵀ := by noncomm_ring
      _ = _ := by rw [s.upper, s.lower, neg_mul]; abel
```

The reversal of the inverses is `mul_eq_one_comm`, applied to `h1` and `h2`. The resulting completeness relations are `hc` and `hs`, and the last two `calc` blocks follow the displayed lines for \(A\) and \(B\).

## Products of modes and normal ordering

For any matrices \(P\), \(S\) and operator families \(u\), \(v\), collecting the coefficient of \(u_iv_j\) gives

\[
\sum_n w_n\Big(\sum_iP_{in}u_i\Big)\Big(\sum_jS_{jn}v_j\Big)
=\sum_{ij}\Big(\sum_nP_{in}w_nS_{jn}\Big)u_iv_j
=Q_{PWS^T}(u,v).
\]

The matrix \(S\) is called `Q` in the code. No commutation relation is needed, since \(u\) stays to the left of \(v\).

```lean
/-- A frequency-weighted sum of products of linear combinations is a quadratic operator
with matrix `P diag(w) Qᵀ`. -/
theorem sum_products (P Q : Matrix ι ι ℝ) (w : ι → ℝ) (u v : ι → R) :
    ∑ n, w n • ((∑ i, P i n • u i) * (∑ j, Q j n • v j)) =
      pairing (P * diagonal w * Qᵀ) u v := by
  have hM : ∀ i j, (P * diagonal w * Qᵀ) i j = ∑ n, P i n * w n * Q j n := by
    intro i j
    rw [Matrix.mul_apply]
    simp only [Matrix.mul_diagonal, Matrix.transpose_apply]
  simp only [pairing, hM, Finset.sum_mul_sum, smul_mul_smul_comm, Finset.smul_sum,
    smul_smul, Finset.sum_smul]
  rw [Finset.sum_comm]
  refine Finset.sum_congr rfl fun i _ => ?_
  rw [Finset.sum_comm]
  refine Finset.sum_congr rfl fun j _ => Finset.sum_congr rfl fun n _ => ?_
  congr 1
  ring
```

The proof writes out the matrix entry as `hM` and interchanges the finite sums with `Finset.sum_comm`.

Moving creators to the left uses \(b_ic_j=c_jb_i+\delta_{ij}\):

\[
Q_M(b,c)=\sum_{ij}M_{ij}c_jb_i+\sum_iM_{ii}
=Q_{M^T}(c,b)+\operatorname{Tr}M .
\]

```lean
/-- For canonical bosons, moving creators to the left of annihilators costs the trace. -/
theorem normal_order {b c : ι → R} (h : IsCCR b c) (M : Matrix ι ι ℝ) :
    pairing M b c = pairing Mᵀ c b + trace M • (1 : R) := by
  have e : ∀ i j, b i * c j = c j * b i + if i = j then 1 else 0 := fun i j => by
    rw [← h.bc i j]; abel
  simp only [pairing, e, smul_add, Finset.sum_add_distrib, Matrix.transpose_apply]
  congr 1
  · exact Finset.sum_comm
  · simp [Matrix.trace, Finset.sum_smul]
```

The local equation `e` is the rearranged commutator. After it is substituted, the first remaining goal is a relabelling of the double sum and the second is the trace.

## The plasmon formula

Expanding the product of the plasmon operators gives four quadratic forms:

\[
\sum_nw_ng_nh_n=Q_{XWX^T}(c,b)-Q_{XWY^T}(c,c)-Q_{YWX^T}(b,b)+Q_{YWY^T}(b,c).
\]

Normal ordering turns the last term into \(Q_{YWY^T}(c,b)+\operatorname{Tr}(YWY^T)\). Together with the first term this makes \(Q_A(c,b)+\operatorname{Tr}(YWY^T)\).

Since the \(c_i\) commute, transposing a matrix does not change its form in \(c,c\), so \(Q_{XWY^T}(c,c)=Q_{YWX^T}(c,c)\). The expression for \(B\) then gives \(-Q_{XWY^T}(c,c)=\tfrac12Q_B(c,c)\), and the same argument gives \(-Q_{YWX^T}(b,b)=\tfrac12Q_B(b,b)\). Hence

\[
\sum_nw_ng_nh_n=H+\operatorname{Tr}(YWY^T).
\]

The remaining trace follows from two equations:

\[
\begin{aligned}
\operatorname{Tr}(XWX^T)-\operatorname{Tr}(YWY^T)
&=\operatorname{Tr}\big((X^TX-Y^TY)W\big)=\sum_nw_n,\\
\operatorname{Tr}(XWX^T)+\operatorname{Tr}(YWY^T)&=\operatorname{Tr}A .
\end{aligned}
\]

Subtracting them gives \(\operatorname{Tr}(YWY^T)=\tfrac12(\operatorname{Tr}A-\sum_nw_n)=-E_0\), and therefore \(H=\sum_nw_ng_nh_n+E_0\).

```lean
/-- **Plasmon formula.** For canonical bosons and a normalised RPA solution, the quadratic
Hamiltonian equals `∑ w n g n h n` plus the zero-point energy `(∑ w - Tr A) / 2`. -/
theorem plasmon_formula {A B X Y : Matrix ι ι ℝ} {w : ι → ℝ} {b c : ι → R}
    (h : IsCCR b c) (s : IsRPA A B X Y w) :
    hamiltonian A B b c =
      ∑ n, w n • (mode X Y c b n * mode X Y b c n) + zeroPoint A w • (1 : R) := by
  obtain ⟨hA, hB⟩ := couplings_from_modes s
  -- the product of the new modes, written in the old bosons
  have e : ∑ n, w n • (mode X Y c b n * mode X Y b c n) =
      pairing (X * diagonal w * Xᵀ) c b - pairing (X * diagonal w * Yᵀ) c c
        - pairing (Y * diagonal w * Xᵀ) b b + pairing (Y * diagonal w * Yᵀ) b c := by
    rw [← sum_products X X, ← sum_products X Y, ← sum_products Y X, ← sum_products Y Y,
      ← Finset.sum_sub_distrib, ← Finset.sum_sub_distrib, ← Finset.sum_add_distrib]
    refine Finset.sum_congr rfl fun n _ => ?_
    rw [← smul_sub, ← smul_sub, ← smul_add]
    congr 1
    simp only [mode, Finset.sum_sub_distrib, sub_mul, mul_sub]
    abel
  have padd : ∀ (M N : Matrix ι ι ℝ) (u v : ι → R),
      pairing (M + N) u v = pairing M u v + pairing N u v := fun M N u v => by
    simp only [pairing, Matrix.add_apply, add_smul, Finset.sum_add_distrib]
  have pneg : ∀ (M : Matrix ι ι ℝ) (u v : ι → R),
      pairing (-M) u v = -pairing M u v := fun M u v => by
    simp only [pairing, Matrix.neg_apply, neg_smul, Finset.sum_neg_distrib]
  have pT : ∀ (M : Matrix ι ι ℝ) (u : ι → R), (∀ i j, u i * u j = u j * u i) →
      pairing Mᵀ u u = pairing M u u := fun M u hu => by
    simp only [pairing, Matrix.transpose_apply]
    rw [Finset.sum_comm]
    exact Finset.sum_congr rfl fun i _ => Finset.sum_congr rfl fun j _ => by rw [hu j i]
  have t : ∀ P Q : Matrix ι ι ℝ, (P * diagonal w * Qᵀ)ᵀ = Q * diagonal w * Pᵀ :=
    fun P Q => by simp [Matrix.transpose_mul, Matrix.mul_assoc]
  have hcc := pT (X * diagonal w * Yᵀ) c h.cc
  have hbb := pT (X * diagonal w * Yᵀ) b h.bb
  rw [t] at hcc hbb
  -- the normal-ordering constant is fixed by the normalisation
  have ht : trace (X * diagonal w * Xᵀ) - trace (Y * diagonal w * Yᵀ) = ∑ n, w n := by
    rw [Matrix.trace_mul_cycle X, Matrix.trace_mul_cycle Y, ← Matrix.trace_sub, ← sub_mul,
      s.normalised, one_mul, Matrix.trace_diagonal]
  have hE : zeroPoint A w = -trace (Y * diagonal w * Yᵀ) := by
    have hT := (congrArg trace hA).trans (Matrix.trace_add _ _)
    unfold zeroPoint
    linarith
  have pA : pairing A c b = pairing (X * diagonal w * Xᵀ) c b +
      pairing (Y * diagonal w * Yᵀ) c b := (congrArg (pairing · c b) hA).trans (padd _ _ _ _)
  have pB : ∀ u : ι → R, pairing B u u = -(pairing (X * diagonal w * Yᵀ) u u +
      pairing (Y * diagonal w * Xᵀ) u u) := fun u =>
    (congrArg (pairing · u u) hB).trans ((pneg _ _ _).trans (congrArg _ (padd _ _ _ _)))
  rw [e, hE, normal_order h, t, hamiltonian, pA, pB, pB, hcc, hbb]
  module
```

The theorem says that bosons satisfying `IsCCR` and amplitudes satisfying `IsRPA` make the two sides equal as elements of `R`. The constant appears as `zeroPoint A w • (1 : R)`, a real multiple of the identity operator.

In the proof, `e` is the expansion into four forms, `pT` is the transposition rule for commuting families, and `ht` and `hE` evaluate the trace. The last `rw` puts both sides in terms of the same quadratic forms, and `module` compares their coefficients.

The sign in the normalisation matters. Take one boson with \(A=a\neq0\), \(B=0\), \(X=0\), \(Y=1\) and \(w=-a\). Both RPA equations and the symmetry condition hold, but \(X^2-Y^2=-1\). Now \(g=-b\) and \(h=-c\), so the right-hand side of the formula is

\[
-a\,bc-a=-a\,cb-2a,
\]

whereas \(H=a\,cb\). On a nonzero vector annihilated by \(b\), the first gives \(-2a\) and the second gives \(0\). Normalisation up to sign is thus not enough. A solution of negative norm can be turned into one of positive norm by exchanging \(X\) and \(Y\) and reversing the sign of \(w\); here this gives \(X=1\), \(Y=0\), \(w=a\).

## Energy of the plasmon vacuum

Suppose that a vector \(\psi\) satisfies \(h_n\psi=0\) for every \(n\). Each term \(w_ng_nh_n\) then gives zero, and

\[
H\psi=\sum_nw_ng_n(h_n\psi)+E_0\psi=E_0\psi .
\]

In Lean, `V` is a real vector space on which the algebra `R` acts, and `IsScalarTower ℝ R V` makes the two kinds of scalar multiplication agree. The theorem does not supply a nonzero \(\psi\), nor does it say that \(E_0\) is the lowest energy.

```lean
/-- For canonical bosons and a normalised RPA solution, the Hamiltonian multiplies any
vector annihilated by every `h n` by the zero-point energy. -/
theorem vacuum_energy {V : Type*} [AddCommGroup V] [Module ℝ V] [Module R V]
    [IsScalarTower ℝ R V] {A B X Y : Matrix ι ι ℝ} {w : ι → ℝ} {b c : ι → R}
    (h : IsCCR b c) (s : IsRPA A B X Y w) (ψ : V) (hψ : ∀ n, mode X Y b c n • ψ = 0) :
    hamiltonian A B b c • ψ = zeroPoint A w • ψ := by
  rw [plasmon_formula h s, add_smul, Finset.sum_smul]
  simp only [smul_assoc, mul_smul, hψ, smul_zero, Finset.sum_const_zero, zero_add, one_smul]
```

The proof rewrites \(H\) with `plasmon_formula`, and `simp` removes the terms in which `hψ` applies.

## One boson and a coupled pair

For a single boson with \(A=a\), \(B=\beta\) and \(a>|\beta|\), the RPA frequency and the constant are

\[
w=\sqrt{a^2-\beta^2},\qquad E_0=\tfrac12\big(\sqrt{a^2-\beta^2}-a\big).
\]

The constant vanishes at \(\beta=0\) and behaves as \(-\beta^2/(4a)\) for weak coupling, which is the second-order perturbation energy.

Two bosons of energy 17, coupled to each other by a pair term of strength 15, give a solution in round numbers:

\[
A=\begin{pmatrix}17&0\\0&17\end{pmatrix},\quad
B=\begin{pmatrix}0&15\\15&0\end{pmatrix},\quad
X=\tfrac54\begin{pmatrix}1&0\\0&1\end{pmatrix},\quad
Y=-\tfrac34\begin{pmatrix}0&1\\1&0\end{pmatrix}.
\]

Both frequencies are \(\sqrt{17^2-15^2}=8\). The first RPA equation reduces to \(17\cdot\tfrac54-15\cdot\tfrac34=10=8\cdot\tfrac54\), and the second to \(15\cdot\tfrac54-17\cdot\tfrac34=6=8\cdot\tfrac34\). The normalisation is \(\tfrac{25}{16}-\tfrac{9}{16}=1\), and \(X^TY\) is symmetric. The constant is \(E_0=\tfrac12(16-34)=-9\).

The Lean proof splits `IsRPA` into its four matrix equations and checks them entry by entry.

```lean
/-- Two modes of bare energy 17, coupled by a pair term of strength 15, solve the RPA
equations with both frequencies equal to 8. -/
theorem isRPA_witness :
    IsRPA !![17, 0; 0, 17] !![0, 15; 15, 0] !![5 / 4, 0; 0, 5 / 4]
      !![0, -3 / 4; -3 / 4, 0] ![8, 8] := by
  constructor <;> ext i j <;> fin_cases i <;> fin_cases j <;>
    simp [Matrix.mul_apply, Fin.sum_univ_succ, Matrix.diagonal_apply,
      Matrix.vecMul_diagonal] <;> norm_num

end PlasmonFormula
```

```lean
#print axioms PlasmonFormula.plasmon_formula
#print axioms PlasmonFormula.vacuum_energy
```

```
'PlasmonFormula.plasmon_formula' depends on axioms: [propext, Classical.choice, Quot.sound]
'PlasmonFormula.vacuum_energy' depends on axioms: [propext, Classical.choice, Quot.sound]
```
